# For g > 1/4, the attraction −g/(2r²) has a grid ground-state energy that diverges as −1/h²

I am solving the s-wave radial problem for one particle in the potential −g/(2r²), with ħ = m = 1, by finite differences on r = nh. With g = 3 the lowest energy is finite on every grid, but each time I halve h it becomes about four times as deep. Is my grid still too coarse, or will this never settle?

## The lowest energy is −K/h², with K fixed by g

It will never settle. For every g > 1/4 the lowest energy on a grid without an outer wall is exactly −K/h², where K depends on g but not on h, and 0 < K ≤ g/2. It is finite at each spacing and tends to minus infinity as h → 0⁺.

Let u_n be the reduced radial function at r = nh, with u_0 = 0 and u_n = 0 beyond some grid point. Its energy and squared norm are

Q_h(u) = Σ_{n≥0} [(u_{n+1} − u_n)² − g u_{n+1}²/(n+1)²] / (2h²)

S(u) = Σ_{n≥0} u_{n+1}²

The lowest energy E₀(h) is the infimum of Q_h(u)/S(u) over nonzero u. Kinetic and potential terms carry the same factor 1/h², so h² Q_h(u) = Q_1(u), and therefore h² E₀(h) = E₀(1). What remains is to show that E₀(1) is negative and finite.

For negativity, choose an integer M ≥ 1 and let u_n = √n for n ≤ M, u_n = (2M − n)/√M for M < n ≤ 2M, and zero afterwards. Write H_M = Σ_{n=0}^{M−1} 1/(n+1). On the rising part the attraction contributes −g H_M to 2Q_1. The first kinetic term is 1, and for n ≥ 1

(√(n+1) − √n)² = 1/(√(n+1) + √n)² ≤ 1/(4n),

so the rising kinetic sum is at most 1 + H_M/4. The falling part has M steps of size 1/√M, with total kinetic cost M · (1/M) = 1. Its attraction only lowers the energy and can be omitted from an upper bound. Together,

2Q_1(u) ≤ 2 − (g − 1/4) H_M.

The harmonic series diverges, so some M makes this negative. With that M held fixed, C = −Q_1(u)/S(u) > 0, and the same u has energy −C/h² per squared norm on every grid.

For finiteness, drop the nonnegative kinetic terms and use (n+1)² ≥ 1. This gives Q_1(u) ≥ −(g/2) S(u), hence E₀(1) ≥ −g/2. Setting K = −E₀(1) gives C ≤ K ≤ g/2 and E₀(h) = −K/h².

If your calculation uses the usual three-point formula for the second derivative, Q_h is the tridiagonal matrix with diagonal entries 1/h² − g/(2n²h²), n ≥ 1, and off-diagonal entries −1/(2h²). For g = 3 the first diagonal entry is −1/(2h²), so the lowest eigenvalue lies between −3/(2h²) and −1/(2h²): between −150 and −50 at h = 0.1, and between −600 and −200 at h = 0.05. In a box of fixed radius the factor on halving h is not exactly four, because the number of grid points changes too, but it tends to four as h → 0. For g only slightly above 1/4 the lowest energy in the box can even be positive on a coarse grid, and the collapse shows only once h is small enough.

Here is the argument in Lean 4 with Mathlib.

```lean
import Mathlib

open Filter Topology
open scoped Pointwise

namespace InverseSquareGrid

noncomputable section

/-- A grid state: a real radial function that vanishes at the origin and beyond some grid point. -/
def IsState (u : ℕ → ℝ) : Prop := u 0 = 0 ∧ ∃ N, ∀ n, N < n → u n = 0

/-- The energy form of a particle with potential `-g/(2r²)` on the grid `r = nh`, for spacing
`h ≠ 0`; the summation index `n` stands for the grid point `n + 1`. -/
def energy (g h : ℝ) (u : ℕ → ℝ) : ℝ :=
  ∑' n : ℕ, ((u (n + 1) - u n) ^ 2 - g * u (n + 1) ^ 2 / ((n : ℝ) + 1) ^ 2) / (2 * h ^ 2)

/-- The sum of the squared amplitudes over the grid points away from the origin. -/
def sqNorm (u : ℕ → ℝ) : ℝ := ∑' n : ℕ, u (n + 1) ^ 2

/-- The energies per squared norm of all nonzero grid states, for spacing `h ≠ 0`. -/
def energies (g h : ℝ) : Set ℝ :=
  {E | ∃ u, IsState u ∧ u ≠ 0 ∧ E = energy g h u / sqNorm u}

/-- The lowest energy on the grid of spacing `h ≠ 0`, as an infimum over nonzero grid states. -/
def groundEnergy (g h : ℝ) : ℝ := sInf (energies g h)

/-- The trial state for `M ≥ 1`: it grows as `√n` up to `n = M`, then falls linearly to zero
at `n = 2M`. -/
def trialState (M n : ℕ) : ℝ :=
  if n ≤ M then √(n : ℝ) else if n ≤ 2 * M then (2 * M - n) / √(M : ℝ) else 0

/-- A nonzero grid state has positive squared norm. -/
theorem sqNorm_pos {u : ℕ → ℝ} (hu : IsState u) (h0 : u ≠ 0) : 0 < sqNorm u := by
  obtain ⟨hz, N, hN⟩ := hu
  obtain ⟨m, hm⟩ := Function.ne_iff.mp h0
  have hm' : u m ≠ 0 := hm
  obtain ⟨k, rfl⟩ : ∃ k, m = k + 1 :=
    Nat.exists_eq_succ_of_ne_zero (by rintro rfl; exact hm' hz)
  have hk : k < N := by
    by_contra h
    exact hm' (hN _ (by omega))
  have hs : sqNorm u = ∑ n ∈ Finset.range N, u (n + 1) ^ 2 := by
    unfold sqNorm
    apply tsum_eq_sum
    intro n hn
    rw [Finset.mem_range] at hn
    simp [hN (n + 1) (by omega)]
  rw [hs]
  exact Finset.sum_pos' (fun i _ => sq_nonneg _) ⟨k, Finset.mem_range.mpr hk, by positivity⟩

/-- Changing the grid spacing from `1` to `h ≠ 0` divides the energy of a fixed sequence
by `h²`. -/
theorem energy_scaling (g : ℝ) {h : ℝ} (hh : h ≠ 0) (u : ℕ → ℝ) :
    h ^ 2 * energy g h u = energy g 1 u := by
  have key : ∀ t : ℝ, h ^ 2 * (t / (2 * h ^ 2)) = t / (2 * 1 ^ 2) := by
    intro t
    field_simp
  unfold energy
  rw [← tsum_mul_left]
  exact tsum_congr fun n => key _

/-- For `g ≥ 0` and unit spacing, the energy of a grid state is at least `-g/2` times its
squared norm. -/
theorem energy_lower_bound {g : ℝ} (hg : 0 ≤ g) {u : ℕ → ℝ} (hu : IsState u) :
    -(g / 2) * sqNorm u ≤ energy g 1 u := by
  obtain ⟨_, N, hN⟩ := hu
  have hs : sqNorm u = ∑ n ∈ Finset.range (N + 1), u (n + 1) ^ 2 := by
    unfold sqNorm
    apply tsum_eq_sum
    intro n hn
    rw [Finset.mem_range] at hn
    simp [hN (n + 1) (by omega)]
  have he : energy g 1 u = ∑ n ∈ Finset.range (N + 1),
      ((u (n + 1) - u n) ^ 2 - g * u (n + 1) ^ 2 / ((n : ℝ) + 1) ^ 2) / (2 * 1 ^ 2) := by
    unfold energy
    apply tsum_eq_sum
    intro n hn
    rw [Finset.mem_range] at hn
    simp [hN (n + 1) (by omega), hN n (by omega)]
  rw [hs, he, Finset.mul_sum]
  refine Finset.sum_le_sum fun n _ => ?_
  -- the attraction is strongest at the first grid point
  have h1 : (1 : ℝ) ≤ ((n : ℝ) + 1) ^ 2 := by nlinarith [Nat.cast_nonneg (α := ℝ) n]
  have h2 : g * u (n + 1) ^ 2 / ((n : ℝ) + 1) ^ 2 ≤ g * u (n + 1) ^ 2 :=
    div_le_self (by positivity) h1
  have h3 := sq_nonneg (u (n + 1) - u n)
  rw [one_pow, mul_one, le_div_iff₀ (by norm_num)]
  linarith

/-- The kinetic sum of `√n` over the first `N + 1` steps is at most one plus a quarter of the
`N`-th harmonic sum. -/
theorem kinetic_sqrt_le (N : ℕ) :
    ∑ n ∈ Finset.range (N + 1), (√((n : ℝ) + 1) - √(n : ℝ)) ^ 2
      ≤ 1 + 1 / 4 * ∑ n ∈ Finset.range N, 1 / ((n : ℝ) + 1) := by
  have step : ∀ x : ℝ, 0 < x → (√(x + 1) - √x) ^ 2 ≤ 1 / 4 * (1 / x) := by
    intro x hx
    have ha : √(x + 1) ^ 2 = x + 1 := Real.sq_sqrt (by linarith)
    have hb : √x ^ 2 = x := Real.sq_sqrt hx.le
    have hab : √x ≤ √(x + 1) := Real.sqrt_le_sqrt (by linarith)
    have ht0 : 0 ≤ (√(x + 1) - √x) * (2 * √x) :=
      mul_nonneg (sub_nonneg.mpr hab) (by positivity)
    have ht1 : (√(x + 1) - √x) * (2 * √x) ≤ 1 := by
      nlinarith [sq_nonneg (√(x + 1) - √x)]
    have hsq : (√(x + 1) - √x) ^ 2 * (4 * x) ≤ 1 := by
      calc (√(x + 1) - √x) ^ 2 * (4 * x)
          = ((√(x + 1) - √x) * (2 * √x)) ^ 2 := by rw [mul_pow, mul_pow, hb]; norm_num
        _ ≤ 1 := pow_le_one₀ ht0 ht1
    have e : 1 / 4 * (1 / x) = 1 / (4 * x) := by ring
    rw [e, le_div_iff₀ (by positivity)]
    exact hsq
  induction N with
  | zero => simp
  | succ N ih =>
    rw [Finset.sum_range_succ, Finset.sum_range_succ (fun n : ℕ => 1 / ((n : ℝ) + 1)) N]
    have st := step ((N : ℝ) + 1) (by positivity)
    rw [Nat.cast_add_one]
    linarith

/-- On its falling part the trial state is the linear ramp `(M - k)/√M` at `n = M + k`. -/
theorem trialState_ramp {M k : ℕ} (hk : k ≤ M) :
    trialState M (M + k) = ((M : ℝ) - k) / √(M : ℝ) := by
  rcases Nat.eq_zero_or_pos k with rfl | hpos
  · simp [trialState]
  · rw [trialState, if_neg (by omega), if_pos (by omega), Nat.cast_add]
    ring

/-- For `g ≥ 0` and `M ≥ 1`, twice the unit-spacing energy of the trial state is at most
`2 - (g - 1/4) H`, where `H` is the `M`-th harmonic sum. -/
theorem trial_energy_le {g : ℝ} (hg : 0 ≤ g) {M : ℕ} (hM : 1 ≤ M) :
    2 * energy g 1 (trialState M)
      ≤ 2 - (g - 1 / 4) * ∑ n ∈ Finset.range M, 1 / ((n : ℝ) + 1) := by
  have hz : ∀ n, M + M ≤ n → trialState M n = 0 := by
    intro n hn
    rcases hn.eq_or_lt with rfl | h
    · rw [trialState_ramp le_rfl, sub_self, zero_div]
    · rw [trialState, if_neg (by omega), if_neg (by omega)]
  have he : energy g 1 (trialState M) = ∑ n ∈ Finset.range (M + M),
      ((trialState M (n + 1) - trialState M n) ^ 2
        - g * trialState M (n + 1) ^ 2 / ((n : ℝ) + 1) ^ 2) / (2 * 1 ^ 2) := by
    unfold energy
    apply tsum_eq_sum
    intro n hn
    rw [Finset.mem_range] at hn
    simp [hz (n + 1) (by omega), hz n (by omega)]
  -- rising part: kinetic sum against the harmonic sum
  have h1 : ∑ n ∈ Finset.range M, ((trialState M (n + 1) - trialState M n) ^ 2
        - g * trialState M (n + 1) ^ 2 / ((n : ℝ) + 1) ^ 2)
      = ∑ n ∈ Finset.range M, (√((n : ℝ) + 1) - √(n : ℝ)) ^ 2
        - g * ∑ n ∈ Finset.range M, 1 / ((n : ℝ) + 1) := by
    rw [Finset.mul_sum, ← Finset.sum_sub_distrib]
    refine Finset.sum_congr rfl fun n hn => ?_
    have hn' := Finset.mem_range.mp hn
    have a : trialState M (n + 1) = √((n : ℝ) + 1) := by
      rw [trialState, if_pos (by omega), Nat.cast_add_one]
    have b : trialState M n = √(n : ℝ) := by
      rw [trialState, if_pos (by omega)]
    have s : √((n : ℝ) + 1) ^ 2 = (n : ℝ) + 1 := Real.sq_sqrt (by positivity)
    have e : g * ((n : ℝ) + 1) / ((n : ℝ) + 1) ^ 2 = g * (1 / ((n : ℝ) + 1)) := by
      field_simp
    rw [a, b, s, e]
  -- falling part: `M` steps, each of kinetic cost `1/M`
  have h2 : ∑ n ∈ Finset.range M, ((trialState M (M + n + 1) - trialState M (M + n)) ^ 2
        - g * trialState M (M + n + 1) ^ 2 / (((M + n : ℕ) : ℝ) + 1) ^ 2) ≤ 1 := by
    have hM0 : (M : ℝ) ≠ 0 := by
      exact_mod_cast (show M ≠ 0 by omega)
    calc _ ≤ ∑ _n ∈ Finset.range M, 1 / (M : ℝ) := by
          refine Finset.sum_le_sum fun n hn => ?_
          have hn' := Finset.mem_range.mp hn
          have a := trialState_ramp (M := M) (k := n + 1) (by omega)
          rw [← add_assoc, Nat.cast_add_one] at a
          have d : (trialState M (M + n + 1) - trialState M (M + n)) ^ 2 = 1 / (M : ℝ) := by
            rw [a, trialState_ramp hn'.le, ← sub_div, div_pow,
              Real.sq_sqrt (Nat.cast_nonneg M)]
            ring
          have p : 0 ≤ g * trialState M (M + n + 1) ^ 2 / (((M + n : ℕ) : ℝ) + 1) ^ 2 := by
            positivity
          linarith
      _ = 1 := by
          rw [Finset.sum_const, Finset.card_range, nsmul_eq_mul, mul_one_div, div_self hM0]
  have h3 : ∑ n ∈ Finset.range M, (√((n : ℝ) + 1) - √(n : ℝ)) ^ 2
      ≤ 1 + 1 / 4 * ∑ n ∈ Finset.range M, 1 / ((n : ℝ) + 1) := by
    obtain ⟨N, rfl⟩ : ∃ N, M = N + 1 := ⟨M - 1, by omega⟩
    have k := kinetic_sqrt_le N
    have p : 0 ≤ 1 / ((N : ℝ) + 1) := by positivity
    rw [Finset.sum_range_succ (fun n : ℕ => 1 / ((n : ℝ) + 1)) N]
    linarith
  rw [he, ← Finset.sum_div, Finset.sum_range_add, h1]
  linarith

/-- For `g > 1/4` some fixed grid state has energy per squared norm exactly `-C/h²` on every
grid of spacing `h > 0`, with one constant `C > 0`. -/
theorem fixed_state_collapse {g : ℝ} (hg : 1 / 4 < g) :
    ∃ u, IsState u ∧ u ≠ 0 ∧ ∃ C : ℝ, 0 < C ∧
      ∀ h : ℝ, 0 < h → energy g h u / sqNorm u = -C / h ^ 2 := by
  -- the harmonic series diverges, so a long enough trial state has negative energy
  obtain ⟨M, hH, hM⟩ := ((Real.tendsto_sum_range_one_div_nat_succ_atTop.eventually_gt_atTop
    (2 / (g - 1 / 4))).and (eventually_ge_atTop 1)).exists
  rw [div_lt_iff₀ (by linarith)] at hH
  have hneg : energy g 1 (trialState M) < 0 := by
    have := trial_energy_le (g := g) (by linarith) hM
    linarith
  have hu : IsState (trialState M) := by
    refine ⟨by simp [trialState], 2 * M, fun n hn => ?_⟩
    rw [trialState, if_neg (by omega), if_neg (by omega)]
  have h0 : trialState M ≠ 0 := by
    intro h
    rw [h] at hneg
    simp [energy] at hneg
  have hS := sqNorm_pos hu h0
  refine ⟨_, hu, h0, -(energy g 1 (trialState M) / sqNorm (trialState M)),
    neg_pos.mpr (div_neg_of_neg_of_pos hneg hS), fun h hh => ?_⟩
  have hh2 : h ^ 2 ≠ 0 := by positivity
  rw [neg_neg, ← energy_scaling g hh.ne', eq_div_iff hh2]
  ring

/-- The lowest energy on the grid of spacing `h ≠ 0` is the unit-spacing value divided
by `h²`. -/
theorem groundEnergy_scaling (g : ℝ) {h : ℝ} (hh : h ≠ 0) :
    h ^ 2 * groundEnergy g h = groundEnergy g 1 := by
  have hs : (h ^ 2) • energies g h = energies g 1 := by
    ext E
    constructor
    · rintro ⟨_, ⟨u, hu, h0, rfl⟩, rfl⟩
      refine ⟨u, hu, h0, ?_⟩
      simp only [smul_eq_mul]
      rw [← energy_scaling g hh u, mul_div_assoc]
    · rintro ⟨u, hu, h0, rfl⟩
      refine ⟨_, ⟨u, hu, h0, rfl⟩, ?_⟩
      simp only [smul_eq_mul]
      rw [← energy_scaling g hh u, mul_div_assoc]
  unfold groundEnergy
  rw [← hs, Real.sInf_smul_of_nonneg (sq_nonneg h), smul_eq_mul]

/-- For `g > 1/4` the lowest energy is exactly `-K/h²` on every grid of spacing `h > 0`, with
one constant `0 < K ≤ g/2`. -/
theorem groundEnergy_eq {g : ℝ} (hg : 1 / 4 < g) :
    ∃ K : ℝ, 0 < K ∧ K ≤ g / 2 ∧ ∀ h : ℝ, 0 < h → groundEnergy g h = -K / h ^ 2 := by
  obtain ⟨u, hu, h0, C, hC, hE⟩ := fixed_state_collapse hg
  have hmem : energy g 1 u / sqNorm u ∈ energies g 1 := ⟨u, hu, h0, rfl⟩
  have hlow : ∀ E ∈ energies g 1, -(g / 2) ≤ E := by
    rintro E ⟨v, hv, hv0, rfl⟩
    rw [le_div_iff₀ (sqNorm_pos hv hv0)]
    exact energy_lower_bound (by linarith) hv
  have hup : groundEnergy g 1 ≤ energy g 1 u / sqNorm u := csInf_le ⟨_, hlow⟩ hmem
  have hdown : -(g / 2) ≤ groundEnergy g 1 := le_csInf ⟨_, hmem⟩ hlow
  have h1 := hE 1 one_pos
  rw [one_pow, div_one] at h1
  refine ⟨-groundEnergy g 1, by linarith, by linarith, fun h hh => ?_⟩
  have hh2 : h ^ 2 ≠ 0 := by positivity
  rw [neg_neg, ← groundEnergy_scaling g hh.ne', eq_div_iff hh2]
  ring

/-- For `g > 1/4` the lowest energy tends to minus infinity as the grid spacing tends to zero
from above. -/
theorem groundEnergy_tendsto_atBot {g : ℝ} (hg : 1 / 4 < g) :
    Tendsto (groundEnergy g) (𝓝[>] 0) atBot := by
  obtain ⟨K, hK, _, hE⟩ := groundEnergy_eq hg
  have hinv : Tendsto (fun h : ℝ => h⁻¹ ^ 2) (𝓝[>] 0) atTop :=
    (tendsto_pow_atTop two_ne_zero).comp tendsto_inv_nhdsGT_zero
  refine (hinv.const_mul_atTop_of_neg (neg_lt_zero.mpr hK)).congr' ?_
  filter_upwards [self_mem_nhdsWithin] with h hh
  rw [hE h hh, inv_pow, div_eq_mul_inv]

end

end InverseSquareGrid
```

```lean
#print axioms InverseSquareGrid.groundEnergy_tendsto_atBot
```

```
'InverseSquareGrid.groundEnergy_tendsto_atBot' depends on axioms: [propext, Classical.choice, Quot.sound]
```

`IsState u` expresses the two boundary conditions: zero at the origin and zero beyond some grid point. `energy g h u` is Q_h(u), `sqNorm u` is S(u), and `groundEnergy g h` is E₀(h), the infimum of the set `energies g h`. Neither sum carries the integration weight h, which would cancel in the ratio.

There are three main statements. `fixed_state_collapse` provides one sequence of amplitudes u_n and one C > 0 before h is chosen, so neither changes under refinement. The radial function that the sequence represents does change: it vanishes beyond r = 2Mh, so it shrinks towards the origin as h → 0⁺. `groundEnergy_eq` gives the law −K/h² with 0 < K ≤ g/2. `groundEnergy_tendsto_atBot` gives the limit, with `𝓝[>] 0` meaning that h approaches zero through positive values.

The model is a single particle on a uniform, unbounded radial grid, with the three-point kinetic energy, the singular potential sampled at the grid points and no short-distance cutoff other than the grid spacing itself. The theorems concern this family of grids, not a continuum Hamiltonian, and they do not say that the infimum is attained. For g ≤ 1/4 the energy is nonnegative by the discrete Hardy inequality, a separate result that this file does not prove.

The proof begins with `sqNorm_pos`, which makes division by the squared norm legitimate, and `energy_scaling`, which takes the factor h² through the sum. `energy_lower_bound` reduces both sums to a finite range and compares them term by term.

`kinetic_sqrt_le` is the square-root estimate, summed by induction. Instead of rationalising the difference d = √(x+1) − √x, it uses d² + 2√x d = 1 to obtain 2√x d ≤ 1, then squares. `trialState_ramp` supplies the linear formula on the falling part. `trial_energy_le` splits the sum at M with `Finset.sum_range_add`: `h1` and `h3` handle the rise, `h2` the ramp, and `linarith` adds the bounds.

`fixed_state_collapse` takes M from the divergence of the harmonic series, requiring H_M > 2/(g − 1/4), and then applies the scaling law. `groundEnergy_scaling` shows that multiplying every element of `energies g h` by h² gives `energies g 1`, so the infima scale alike.

`groundEnergy_eq` places E₀(1) between −g/2 and the negative energy of the trial state. The lower bound matters here because Lean's `sInf` returns 0 for a set of reals that is unbounded below. The final theorem multiplies h⁻² → ∞ by the negative constant −K.
